# Parity signs at the eight invariant momenta share their strong and weak products exactly when they differ by a factor $e(-1)^{m\cdot n}$

If two calculations of the same insulator with time-reversal and inversion symmetry place the inversion centre at different points, their parity signs can disagree, and a comparison momentum by momentum then suggests a topological difference that does not exist. Comparing four products of the signs removes this ambiguity, and the theorems below identify exactly which changes of the signs those products ignore: multiplication by $e(-1)^{m\cdot n}$, where $n\in\{0,1\}^3$ labels the momentum, and the sign $e=\pm1$ and the vector $m\in\{0,1\}^3$ are the same at all eight momenta.

```lean
import Mathlib

open Finset

namespace InversionCentreZ2

/-- The eight time-reversal-invariant momenta, labelled by `n` in `{0,1}^3`. -/
abbrev TRIM := Fin 3 → Fin 2

/-- The product of the signs over all eight momenta. -/
def strongSign (d : TRIM → ℤˣ) : ℤˣ := ∏ n, d n

/-- The product of the signs over the four momenta on the face `n i = 1`. -/
def weakSign (i : Fin 3) (d : TRIM → ℤˣ) : ℤˣ := ∏ n with n i = 1, d n

/-- The sign pattern `e (-1)^(m·n)`: the factor acquired by the parity product of an odd number
of occupied Kramers pairs when the inversion centre moves by half the lattice vector `m` and
the inversion operator is multiplied by `e`. -/
def centreShift (e : ℤˣ) (m : TRIM) : TRIM → ℤˣ :=
  fun n => e * (-1) ^ (∑ i, (m i : ℕ) * (n i : ℕ))

/-- A product over the eight momenta, written out corner by corner. -/
theorem prod_corners (f : TRIM → ℤˣ) :
    ∏ n, f n = f ![0, 0, 0] * f ![0, 0, 1] * f ![0, 1, 0] * f ![0, 1, 1] *
      f ![1, 0, 0] * f ![1, 0, 1] * f ![1, 1, 0] * f ![1, 1, 1] := by
  have h : (univ : Finset TRIM) = {![0, 0, 0], ![0, 0, 1], ![0, 1, 0], ![0, 1, 1],
      ![1, 0, 0], ![1, 0, 1], ![1, 1, 0], ![1, 1, 1]} := by decide +kernel
  rw [h, prod_insert, prod_insert, prod_insert, prod_insert, prod_insert, prod_insert,
    prod_insert, prod_singleton]
  · simp only [mul_assoc]
  all_goals decide +kernel

/-- If all four products of a sign pattern are `+1`, its values at the origin and the three
adjacent corners determine its values at the other four corners. -/
theorem remaining_corners (r : TRIM → ℤˣ) (h0 : strongSign r = 1)
    (hw : ∀ i, weakSign i r = 1) :
    r ![0, 1, 1] = r ![0, 0, 0] * r ![0, 0, 1] * r ![0, 1, 0] ∧
    r ![1, 0, 1] = r ![0, 0, 0] * r ![0, 0, 1] * r ![1, 0, 0] ∧
    r ![1, 1, 0] = r ![0, 0, 0] * r ![0, 1, 0] * r ![1, 0, 0] ∧
    r ![1, 1, 1] = r ![0, 0, 1] * r ![0, 1, 0] * r ![1, 0, 0] := by
  -- the three face products, corner by corner
  have e1 : weakSign 0 r = r ![1, 0, 0] * r ![1, 0, 1] * r ![1, 1, 0] * r ![1, 1, 1] := by
    rw [weakSign, prod_filter, prod_corners]
    simp
  have e2 : weakSign 1 r = r ![0, 1, 0] * r ![0, 1, 1] * r ![1, 1, 0] * r ![1, 1, 1] := by
    rw [weakSign, prod_filter, prod_corners]
    simp
  have e3 : weakSign 2 r = r ![0, 0, 1] * r ![0, 1, 1] * r ![1, 0, 1] * r ![1, 1, 1] := by
    rw [weakSign, prod_filter, prod_corners]
    simp
  -- four equations for eight signs
  have key : ∀ a b c d e f g h : ℤˣ, a * b * c * d * e * f * g * h = 1 →
      e * f * g * h = 1 → c * d * g * h = 1 → b * d * f * h = 1 →
      d = a * b * c ∧ f = a * b * e ∧ g = a * c * e ∧ h = b * c * e := by decide +kernel
  rw [strongSign, prod_corners] at h0
  exact key _ _ _ _ _ _ _ _ h0 (e1.symm.trans (hw 0)) (e2.symm.trans (hw 1))
    (e3.symm.trans (hw 2))

/-- The sign patterns whose four products are all `+1` are exactly the patterns
`e (-1)^(m·n)`. -/
theorem trivial_products_iff (r : TRIM → ℤˣ) :
    (strongSign r = 1 ∧ ∀ i, weakSign i r = 1) ↔ ∃ e m, r = centreShift e m := by
  have triv : ∀ (e : ℤˣ) (m : TRIM), strongSign (centreShift e m) = 1 ∧
      ∀ i, weakSign i (centreShift e m) = 1 := by decide +kernel
  constructor
  · rintro ⟨h0, hw⟩
    -- match the pattern at the origin and the three adjacent corners
    have fit : ∀ a b c d : ℤˣ, ∃ (e : ℤˣ) (m : TRIM),
        a = centreShift e m ![0, 0, 0] ∧ b = centreShift e m ![0, 0, 1] ∧
        c = centreShift e m ![0, 1, 0] ∧ d = centreShift e m ![1, 0, 0] := by decide +kernel
    obtain ⟨e, m, ha, hb, hc, hd⟩ :=
      fit (r ![0, 0, 0]) (r ![0, 0, 1]) (r ![0, 1, 0]) (r ![1, 0, 0])
    refine ⟨e, m, ?_⟩
    -- the other four corners then agree as well
    obtain ⟨r1, r2, r3, r4⟩ := remaining_corners r h0 hw
    obtain ⟨s1, s2, s3, s4⟩ := remaining_corners _ (triv e m).1 (triv e m).2
    have corners : ∀ n : TRIM, n = ![0, 0, 0] ∨ n = ![0, 0, 1] ∨ n = ![0, 1, 0] ∨
        n = ![0, 1, 1] ∨ n = ![1, 0, 0] ∨ n = ![1, 0, 1] ∨ n = ![1, 1, 0] ∨
        n = ![1, 1, 1] := by decide +kernel
    funext n
    rcases corners n with rfl | rfl | rfl | rfl | rfl | rfl | rfl | rfl
    · exact ha
    · exact hb
    · exact hc
    · rw [r1, s1, ha, hb, hc]
    · exact hd
    · rw [r2, s2, ha, hb, hd]
    · rw [r3, s3, ha, hc, hd]
    · rw [r4, s4, hb, hc, hd]
  · rintro ⟨e, m, rfl⟩
    exact triv e m

/-- Two sign assignments share the product over all eight momenta and the three face products
if and only if their ratio is `e (-1)^(m·n)` for some sign `e` and some `m` in `{0,1}^3`. -/
theorem same_products_iff (d d' : TRIM → ℤˣ) :
    (strongSign d' = strongSign d ∧ ∀ i, weakSign i d' = weakSign i d) ↔
      ∃ e m, d' / d = centreShift e m := by
  -- all four products are multiplicative, so only the ratio matters
  have hs : strongSign (d' / d) = strongSign d' / strongSign d := by
    simp only [strongSign, Pi.div_apply, prod_div_distrib]
  have hw : ∀ i, weakSign i (d' / d) = weakSign i d' / weakSign i d := fun i => by
    simp only [weakSign, Pi.div_apply, prod_div_distrib]
  rw [← trivial_products_iff, hs]
  simp only [hw, div_eq_one]

/-- The sign `e` and the vector `m` in `{0,1}^3` are determined by the pattern
`e (-1)^(m·n)`. -/
theorem centreShift_injective :
    Function.Injective (fun p : ℤˣ × TRIM => centreShift p.1 p.2) := by
  have key : ∀ (e e' : ℤˣ) (m m' : TRIM),
      centreShift e m ![0, 0, 0] = centreShift e' m' ![0, 0, 0] →
      centreShift e m ![0, 0, 1] = centreShift e' m' ![0, 0, 1] →
      centreShift e m ![0, 1, 0] = centreShift e' m' ![0, 1, 0] →
      centreShift e m ![1, 0, 0] = centreShift e' m' ![1, 0, 0] →
      e = e' ∧ m = m' := by decide +kernel
  rintro ⟨e, m⟩ ⟨e', m'⟩ h
  obtain ⟨he, hm⟩ := key e e' m m' (congrFun h _) (congrFun h _) (congrFun h _) (congrFun h _)
  exact Prod.ext he hm

/-- Exactly sixteen sign assignments share all four products with a given one. -/
theorem card_same_products (d : TRIM → ℤˣ) :
    (univ.filter fun d' : TRIM → ℤˣ =>
      strongSign d' = strongSign d ∧ ∀ i, weakSign i d' = weakSign i d).card = 16 := by
  have h : (univ.filter fun d' : TRIM → ℤˣ =>
      strongSign d' = strongSign d ∧ ∀ i, weakSign i d' = weakSign i d) =
      univ.image (fun p : ℤˣ × TRIM => centreShift p.1 p.2 * d) := by
    ext d'
    rw [mem_filter, mem_image]
    constructor
    · rintro ⟨-, h⟩
      obtain ⟨e, m, hem⟩ := (same_products_iff d d').1 h
      exact ⟨(e, m), mem_univ _, (div_eq_iff_eq_mul.1 hem).symm⟩
    · rintro ⟨⟨e, m⟩, -, h⟩
      exact ⟨mem_univ _, (same_products_iff d d').2 ⟨e, m, div_eq_iff_eq_mul.2 h.symm⟩⟩
  have inj : Function.Injective (fun p : ℤˣ × TRIM => centreShift p.1 p.2 * d) := by
    intro p q hpq
    have h' : centreShift p.1 p.2 * d = centreShift q.1 q.2 * d := hpq
    exact centreShift_injective (mul_right_cancel h')
  rw [h, card_image_of_injective _ inj, card_univ]
  decide +kernel

/-- The sign assignment with value `w i` at the corner adjacent to the origin along axis `i`,
value `s w₀ w₁ w₂` at the origin, and `+1` at the other four corners. -/
def representative (s : ℤˣ) (w : Fin 3 → ℤˣ) : TRIM → ℤˣ := fun n =>
  if n = ![0, 0, 0] then s * w 0 * w 1 * w 2
  else if n = ![1, 0, 0] then w 0
  else if n = ![0, 1, 0] then w 1
  else if n = ![0, 0, 1] then w 2
  else 1

/-- Every choice of the four products occurs: `representative s w` has product `s` over all
eight momenta and product `w i` over the face `n i = 1`. -/
theorem representative_products : ∀ (s : ℤˣ) (w : Fin 3 → ℤˣ),
    strongSign (representative s w) = s ∧ ∀ i, weakSign i (representative s w) = w i := by
  decide +kernel

end InversionCentreZ2
```

```lean
#print axioms InversionCentreZ2.same_products_iff
-- 'InversionCentreZ2.same_products_iff' depends on axioms: [propext, Classical.choice, Quot.sound]
#print axioms InversionCentreZ2.card_same_products
-- 'InversionCentreZ2.card_same_products' depends on axioms: [propext, Classical.choice, Quot.sound]
#print axioms InversionCentreZ2.representative_products
-- 'InversionCentreZ2.representative_products' depends on axioms: [propext, Classical.choice, Quot.sound]
```

## Signs on a cube and their four products

The time-reversal-invariant momenta of a three-dimensional crystal are $\Gamma_n=\tfrac12(n_0b_0+n_1b_1+n_2b_2)$, where the $b_i$ are primitive reciprocal vectors and each $n_i$ is 0 or 1. The type `TRIM` contains the eight labels $n$. Axes are numbered 0, 1, 2 as in Lean, where textbooks usually write 1, 2, 3.

A sign assignment $d$ is a function from `TRIM` to `ℤˣ`, the integers $\pm1$. Its products are

$$\texttt{strongSign}:\ \prod_n d(n),\qquad \texttt{weakSign i}:\ \prod_{n_i=1}d(n).$$

For the parity signs of an insulator these products are $(-1)^{\nu_0}$ and $(-1)^{\nu_{i+1}}$, where $\nu_0$ is the strong $\mathbb Z_2$ index and $\nu_1,\nu_2,\nu_3$ are the weak ones in the textbook numbering, each with value 0 or 1.

The pattern `centreShift e m` is $c(n)=e(-1)^{m\cdot n}$, with $m\in\{0,1\}^3$ and $m\cdot n=\sum_i m_in_i$ computed in the natural numbers. Here $e$ is a sign, not a charge.

The theorem `same_products_iff` says that $d$ and $d'$ share all four products if and only if $d'/d$ is such a pattern. By `centreShift_injective`, the pair $(e,m)$ is unique. Exactly sixteen assignments share the products of a given $d$, including $d$ itself (`card_same_products`), and all sixteen choices of the four products occur (`representative_products`).

## What moving the inversion centre does

In a band insulator with time-reversal and inversion symmetry, $d(n)$ is the product of the parities of the occupied Kramers pairs at $\Gamma_n$, one parity per pair. Let $P$ be inversion about the origin and $R=\sum_i m_ia_i$ a lattice vector, with $a_i\cdot b_j=2\pi\delta_{ij}$. Inversion about $R/2$ sends $x$ to $R-x$, so it is $P$ followed by a translation by $R$. At $\Gamma_n$ that translation contributes

$$e^{-i\Gamma_n\cdot R}=(-1)^{m\cdot n},$$

where the $e$ on the left is Euler's number. Every pair's parity acquires this factor. For $N$ occupied pairs, $d(n)$ is therefore multiplied by $(-1)^{N\,m\cdot n}$, which is the pattern when $N$ is odd. Replacing $P$ by $-P$ supplies the overall sign $e=-1$, again for odd $N$.

For even $N$ the factors cancel and the shift changes no sign, so two different tables with equal products are then not related by a change of centre.

The Lean statements concern arbitrary signs and contain no Hamiltonian. The step from them to a material is the parity criterion, which identifies the four products with the $\mathbb Z_2$ indices of the occupied bands. With that criterion, the result helps in comparing parity tables from band-structure calculations of insulators with time-reversal and inversion symmetry, provided that both tables use the same primitive vectors.

## Four corners determine the other four

Write $r=d'/d$ and abbreviate $r(1,0,0)$ as $r_{100}$. Products of ratios are ratios of products, so $d$ and $d'$ share their products exactly when all four products of $r$ are $+1$:

$$\begin{aligned}
r_{000}r_{001}r_{010}r_{011}r_{100}r_{101}r_{110}r_{111}&=1,\\
r_{100}r_{101}r_{110}r_{111}&=1,\\
r_{010}r_{011}r_{110}r_{111}&=1,\\
r_{001}r_{011}r_{101}r_{111}&=1.
\end{aligned}$$

Dividing the first equation by each of the others leaves the product over the opposite face. Since signs are their own inverses,

$$r_{011}=r_{000}r_{001}r_{010},\quad r_{101}=r_{000}r_{001}r_{100},\quad r_{110}=r_{000}r_{010}r_{100}.$$

The second equation then gives $r_{111}=r_{100}r_{101}r_{110}=r_{001}r_{010}r_{100}$.

Every pattern $c$ also has trivial products. Over the cube, $e$ appears eight times and the exponents add to $4(m_0+m_1+m_2)$. Over the face $n_i=1$, $e$ appears four times and the exponents add to $4m_i+2\sum_{j\ne i}m_j$. Both sums are even.

Now choose $e=r_{000}$ and

$$(-1)^{m_0}=r_{000}r_{100},\quad (-1)^{m_1}=r_{000}r_{010},\quad (-1)^{m_2}=r_{000}r_{001}.$$

Then $c$ equals $r$ at the origin and its three neighbours. Both obey the same formulas at the other corners, so $c=r$ everywhere. The choice was forced, which gives uniqueness, and there are $2\cdot8=16$ pairs $(e,m)$.

To realise prescribed products $s,w_0,w_1,w_2$, put $w_i$ at the neighbour along axis $i$, $s\,w_0w_1w_2$ at the origin and $+1$ elsewhere. Each face $n_i=1$ contains only the neighbour with sign $w_i$, and the full product is $s\,w_0^2w_1^2w_2^2=s$.

## The same algebra in Lean

`prod_corners` writes out the eight factors, and `remaining_corners` obtains the four formulas. Its `key` replaces the elimination above by a check of all sign choices with `decide +kernel`.

In `trivial_products_iff`, `triv` checks the products of the patterns, `fit` finds $e$ and $m$ from four corners, and the case split compares $r$ with the pattern at all eight. `same_products_iff` passes to the ratio through `prod_div_distrib`. For the count, the assignments sharing the products of $d$ are written as the image of the pairs $(e,m)$ under the injective map to $c\,d$.

## One minus sign becomes five

Let $d(0,0,0)=-1$ and let the other seven signs be $+1$. The strong product is $-1$ and the weak products are $+1$. For odd $N$, move the centre by $a_0/2$, so that $e=1$ and $m=(1,0,0)$. The four signs with $n_0=1$ turn negative, and the table now has five minus signs.

The strong product is still $(-1)^5=-1$. The face $n_0=1$ contains four minus signs and the faces $n_1=1$ and $n_2=1$ contain two each, so all weak products remain $+1$.
